# The coherent fraction is one exactly when all occupied positions equal the coherent position modulo the plane spacing

In the analysis of X-ray standing waves, finitely many atomic positions `x j`, measured in units of the diffraction-plane spacing, carry non-negative weights `w j` that sum to one. Their geometric factor, the weighted sum of the phases exp(2πi `x j`), is assumed to be written as `f` exp(2πi`P`) with `f` and `P` real, the coherent fraction and the coherent position. The theorem states that `f` = 1 if and only if every position of non-zero weight differs from `P` by an integer. The attempt first shows that `f` is the weighted mean of the cosines of 2π(`P` − `x j`). If `f` = 1, the non-negative terms `w j` (1 − cos 2π(`P` − `x j`)) sum to zero, so each of them vanishes; conversely, integer differences make every cosine with non-zero weight equal to one.

An attempt in Lean 4 with a fault in it:

```lean
import Mathlib

open scoped Real

namespace XRayStandingWave

noncomputable section

variable {ι : Type*} [Fintype ι]

/-- The geometric factor `∑ w_j exp(2πi x_j)` of atoms with weights `w_j` at positions `x_j`,
measured in units of the spacing of the diffraction planes. -/
def geometricFactor (w x : ι → ℝ) : ℂ :=
  ∑ j, (w j : ℂ) * Complex.exp (((2 * π * x j : ℝ) : ℂ) * Complex.I)

/-- The weighted sum of cosines is a combination of the real and imaginary parts of the geometric
factor. -/
theorem mean_cos_eq (w x : ι → ℝ) (t : ℝ) :
    ∑ j, w j * Real.cos (t - 2 * π * x j)
      = Real.cos t * (geometricFactor w x).re + Real.sin t * (geometricFactor w x).im := by
  unfold geometricFactor
  rw [Complex.re_sum, Complex.im_sum, Finset.mul_sum, Finset.mul_sum,
    ← Finset.sum_add_distrib]
  refine Finset.sum_congr rfl fun j _ => ?_
  rw [Complex.re_ofReal_mul, Complex.im_ofReal_mul, Complex.exp_ofReal_mul_I_re,
    Complex.exp_ofReal_mul_I_im, Real.cos_sub]
  ring

/-- If the geometric factor is `f exp(2πiP)`, the weighted sum of cosines is `f` times the cosine
for the single position `P`. -/
theorem mean_cos_polar {w x : ι → ℝ} {f P : ℝ}
    (hF : geometricFactor w x
      = (f : ℂ) * Complex.exp (((2 * π * P : ℝ) : ℂ) * Complex.I)) (t : ℝ) :
    ∑ j, w j * Real.cos (t - 2 * π * x j) = f * Real.cos (t - 2 * π * P) := by
  rw [mean_cos_eq, hF, Complex.re_ofReal_mul, Complex.im_ofReal_mul,
    Complex.exp_ofReal_mul_I_re, Complex.exp_ofReal_mul_I_im, Real.cos_sub]
  ring

/-- The coherent fraction is one exactly when every occupied position agrees with the
coherent position up to a whole number of plane spacings. -/
theorem coherent_fraction_eq_one_iff {w x : ι → ℝ} (hw0 : ∀ j, 0 ≤ w j)
    (hw : ∑ j, w j = 1) {f P : ℝ}
    (hF : geometricFactor w x
      = (f : ℂ) * Complex.exp (((2 * π * P : ℝ) : ℂ) * Complex.I)) :
    f = 1 ↔ ∀ j, w j ≠ 0 → ∃ n : ℤ, x j = P + n := by
  have h := mean_cos_polar hF (2 * π * P)
  rw [sub_self, Real.cos_zero, mul_one] at h
  constructor
  · intro hf j hj
    -- a sum of nonnegative deficits vanishes, so each deficit vanishes
    have hsum : ∑ i, w i * (1 - Real.cos (2 * π * P - 2 * π * x i)) = 0 := by
      simp only [mul_sub, mul_one, Finset.sum_sub_distrib]
      rw [← mul_sub] at *
      linarith
    have hz := (Finset.sum_eq_zero_iff_of_nonneg (fun i _ =>
      mul_nonneg (hw0 i) (sub_nonneg.2 (Real.cos_le_one _)))).1 hsum j (Finset.mem_univ j)
    have hc : Real.cos (2 * π * P - 2 * π * x j) = 1 := by
      have := (mul_eq_zero.1 hz).resolve_left hj
      linarith
    obtain ⟨n, hn⟩ := (Real.cos_eq_one_iff _).1 hc
    refine ⟨-n, mul_left_cancel₀ Real.two_pi_pos.ne' ?_⟩
    push_cast
    linarith
  · intro hx
    rw [← h, ← hw]
    refine Finset.sum_congr rfl fun j _ => ?_
    by_cases hj : w j = 0
    · rw [hj, zero_mul]
    · obtain ⟨n, hn⟩ := hx j hj
      have hc : Real.cos (2 * π * P - 2 * π * x j) = 1 :=
        (Real.cos_eq_one_iff _).2 ⟨-n, by rw [hn]; push_cast; ring⟩
      rw [hc, mul_one]

end

end XRayStandingWave
```

Lean reports:

```
Main.lean:53:10: error: Tactic `rewrite` failed: Did not find an occurrence of the pattern in the current goal

ι : Type u_1
inst✝ : Fintype ι
w x : ι → ℝ
hw0 : ∀ (j : ι), 0 ≤ w j
hw : ∑ j, w j = 1
f P : ℝ
hF : geometricFactor w x = ↑f * Complex.exp (↑(2 * π * P) * Complex.I)
h : ∑ j, w j * Real.cos (2 * π * P - 2 * π * x j) = f
hf : f = 1
j : ι
hj : w j ≠ 0
⊢ ∑ x, w x - ∑ x_1, w x_1 * Real.cos (2 * π * P - 2 * π * x x_1) = 0
```

The error arises in the proof of `hsum`, the claim that these terms sum to zero. The `simp only` call has already split the sum into the total weight minus the weighted sum of cosines. The next step, `rw [← mul_sub] at *`, looks for a difference of two products with a common left factor, `a * b - a * c`, and Lean reports that the goal contains no such pattern it can rewrite. The outer difference is between two sums, not two products. The difference inside the cosine does have the right shape, but it contains the summation variable, and `rw` cannot rewrite a term that depends on a bound variable.

No factoring is needed here. The repair drops that step and uses the hypotheses directly: `hw` turns the first sum into 1, `h` turns the second into `f`, `hf` replaces `f` by 1, and `sub_self` reduces 1 − 1 to 0. This closes the goal, so the `linarith` that followed has nothing left to prove and is removed as well.

As a diff, the version that Lean accepts:

```diff
@@ -51,6 +51,5 @@
     have hsum : ∑ i, w i * (1 - Real.cos (2 * π * P - 2 * π * x i)) = 0 := by
       simp only [mul_sub, mul_one, Finset.sum_sub_distrib]
-      rw [← mul_sub] at *
-      linarith
+      rw [hw, h, hf, sub_self]
     have hz := (Finset.sum_eq_zero_iff_of_nonneg (fun i _ =>
       mul_nonneg (hw0 i) (sub_nonneg.2 (Real.cos_le_one _)))).1 hsum j (Finset.mem_univ j)
```
